# In the electron counting model, a surface cell balances for both III–V and II–VI compounds exactly when its cation and anion dangling bonds match in number and its cation and anion dimers do too

Take a reconstructed surface cell of a tetrahedrally bonded compound whose only new bonds are cation–cation and anion–anion dimers. Let $z$ be the number of valence electrons of the cation and $8-z$ that of the anion, $N_c$ and $N_a$ the numbers of cation and anion dangling bonds before dimerisation, and $D_c$ and $D_a$ the numbers of cation and anion dimers. The dangling bonds bring exactly enough electrons to fill the dimer bonds and the remaining anion orbitals if and only if

$$z\,(N_c-N_a)=8\,(D_c-D_a).$$

The same cell satisfies this at two different values of $z$ if and only if $N_c=N_a$ and $D_c=D_a$. A reconstruction that balances on a III–V surface therefore balances on a II–VI surface only if both differences vanish.

## Where the surface electrons go

Cutting a zinc-blende crystal leaves atoms with broken bonds. In the bulk, each atom shares its valence electrons among four bonds. A cation with $z$ valence electrons gives $z/4$ to each bond, and its anion partner, with $8-z$ valence electrons, gives $(8-z)/4$. Together they supply the two electrons of a bond. When the bond is cut, each side is left with a fractional number: for a III–V compound $3/4$ on the cation and $5/4$ on the anion, for a II–VI compound $1/2$ and $3/2$.

The surface can remove some dangling bonds by pairing neighbouring atoms into dimers. Each dimer uses one dangling orbital from each of its two atoms and forms a bond that holds two electrons. The orbitals that are left differ in energy. Those on the anions lie low, typically near or below the valence-band edge, and those on the cations lie high, typically near or above the conduction-band edge. A semiconducting surface is thus expected to have full anion orbitals, full dimer bonds and empty cation orbitals. The electron counting rule demands that the available electrons suffice for exactly this occupation, with none left over.

In electronic-structure work, the rule helps to screen candidate slab models before any self-consistent calculation, within a picture that counts electrons in localised orbitals and computes no energies.

## The cell and the balance condition in Lean

The structure `Reconstruction` stores four natural numbers. `Dc` and `Da` are the numbers of dimers, and `restCation` and `restAnion` are the numbers of dangling orbitals that belong to no dimer. Write $r_c$ and $r_a$ for the last two. The dangling-bond numbers are derived from them:

$$N_c=r_c+2D_c,\qquad N_a=r_a+2D_a.$$

In the file these are `Nc` and `Na`. They count bonds and not atoms, so an atom with two broken bonds counts twice.

The valence `z` is a rational number, with $z=3$ for III–V and $z=2$ for II–VI compounds. The general theorems put no bounds on it. Three definitions carry the physics:

- `supply` is the number of electrons that the dangling bonds bring, $N_c z/4+N_a(8-z)/4$.
- `demand` is the number needed, two for each dimer bond and two for each remaining anion orbital. The remaining cation orbitals add nothing, because they are to stay empty.
- `Balanced` is the proposition that supply equals demand at the given valence.

The theorem `balanced_iff` is the displayed condition of the opening, for every cell and every rational $z$. The theorem `balanced_at_two_valences_iff` takes two valences with the hypothesis `z ≠ z'` and characterises the cells that are balanced at both. The hypothesis matters in one direction only: with $z=z'=3$, the β2(2×4) cell described below is balanced "twice" although $N_c\neq N_a$.

Four more theorems follow these two in the file. `surplus_after_transfer` gives the electron surplus when a cell that is balanced at one valence is used at another. `balanced_three_iff` lists the integer solutions at $z=3$. The last two theorems evaluate two concrete cells.

The description has no coordinates, so it doesn't check whether a set of four numbers can be realised by an arrangement of atoms. It also leaves out mixed cation–anion dimers, adsorbates, dopants and charged defects. The step from the model to a real surface is the assumption that the surface adopts the stated occupation; a balanced count alone doesn't show that a structure is stable or even semiconducting.

## From the surplus to the balance condition

Collect the supply by powers of $z$:

$$N_c\frac z4+N_a\frac{8-z}4=\frac{z(N_c-N_a)}4+2N_a.$$

For the demand, use $r_a=N_a-2D_a$:

$$2D_c+2D_a+2r_a=2D_c+2D_a+2N_a-4D_a=2N_a+2(D_c-D_a).$$

The term $2N_a$ cancels in the difference. The electron surplus is

$$\Delta(z)=\frac{z(N_c-N_a)}4-2(D_c-D_a).$$

Balance means $\Delta(z)=0$. Multiplying by 4 gives $z(N_c-N_a)=8(D_c-D_a)$, and the step can be reversed.

## Two valences at once

Suppose that the cell is balanced at $z$ and at $z'$, with $z\neq z'$. The right-hand side of the condition is the same for both, so subtraction gives

$$(z-z')(N_c-N_a)=0.$$

Since $z-z'\neq0$, it follows that $N_c=N_a$. The condition at $z$ then reads $0=8(D_c-D_a)$, and hence $D_c=D_a$. Conversely, if both equalities hold, both sides of the condition vanish at every valence.

If a cell is balanced at $z$ only, its surplus at $z'$ follows from $\Delta(z)=0$:

$$\Delta(z')=\Delta(z')-\Delta(z)=\frac{(z'-z)(N_c-N_a)}4.$$

This has a direct reading. In going from III–V to II–VI, every cation dangling bond loses a quarter of an electron and every anion dangling bond gains a quarter. A cell with more anion than cation dangling bonds ends up with too many electrons, and a cell with more cation dangling bonds ends up with too few.

## Integer solutions for III–V surfaces

At $z=3$ the condition is $3(N_c-N_a)=8(D_c-D_a)$, an equation between integers. The number 8 divides the left-hand side and has no common factor with 3, so it divides $N_c-N_a$. Write $N_c-N_a=8k$ with an integer $k$. Then $24k=8(D_c-D_a)$, which gives $D_c-D_a=3k$. Conversely, these two equalities make both sides equal to $24k$.

The cells with $k=0$ are those that stay balanced at every valence. The smallest departure is $k=\pm1$, which needs a difference of three dimers. In this model, which has no adsorbates or mixed dimers, a cell that balances for III–V but not for II–VI must therefore contain at least three dimers.

## Two cells of the (001) surface

The β2(2×4) cell is an anion-rich structure with three anion dimers. Each of the six dimer atoms keeps one further dangling orbital, and four cation orbitals are exposed. Thus $N_c=4$, $N_a=6+2\cdot3=12$, $D_c=0$ and $D_a=3$, which is the case $k=-1$ with the minimum of three dimers.

For a III–V compound the supply is $4\cdot\tfrac34+12\cdot\tfrac54=18$, and the demand is $2\cdot3+2\cdot6=18$. For a II–VI compound the supply rises to $4\cdot\tfrac12+12\cdot\tfrac32=20$, while the demand stays at 18. The two extra electrons would have to enter cation orbitals or other states above the filled ones.

The second cell is c(2×2), with half a monolayer of cations on top of the anions. It contains one top cation with two dangling bonds. The two anions below have four upward bonds, of which two go to the cation and two are left dangling. There are no dimers, so $N_c=N_a=2$ and $D_c=D_a=0$. The supply is $2\cdot\tfrac z4+2\cdot\tfrac{8-z}4=4$ at every valence, just enough for the two anion orbitals.

## The complete file

```lean
import Mathlib

namespace SurfaceElectronCounting

/-- A reconstructed surface cell, given by its numbers of cation dimers and anion dimers and
of cation and anion dangling orbitals that take part in no dimer. -/
structure Reconstruction where
  /-- number of cation-cation dimers -/
  Dc : ℕ
  /-- number of anion-anion dimers -/
  Da : ℕ
  /-- number of cation dangling orbitals left outside the dimers -/
  restCation : ℕ
  /-- number of anion dangling orbitals left outside the dimers -/
  restAnion : ℕ

namespace Reconstruction

/-- Number of cation dangling bonds before dimerisation: each cation dimer uses up two. -/
def Nc (R : Reconstruction) : ℕ := R.restCation + 2 * R.Dc

/-- Number of anion dangling bonds before dimerisation: each anion dimer uses up two. -/
def Na (R : Reconstruction) : ℕ := R.restAnion + 2 * R.Da

/-- Electrons brought by the dangling bonds when the cation has valence `z`: `z/4` from each
cation dangling bond and `(8 - z)/4` from each anion dangling bond. -/
def supply (R : Reconstruction) (z : ℚ) : ℚ :=
  R.Nc * (z / 4) + R.Na * ((8 - z) / 4)

/-- Electrons needed to put two into every dimer bond and two into every remaining anion
orbital, with the remaining cation orbitals empty. -/
def demand (R : Reconstruction) : ℚ :=
  2 * R.Dc + 2 * R.Da + 2 * R.restAnion

/-- The electron counting rule at cation valence `z`: the dangling bonds bring exactly the
electrons that the dimer bonds and remaining anion orbitals need. -/
def Balanced (R : Reconstruction) (z : ℚ) : Prop := R.supply z = R.demand

end Reconstruction

open Reconstruction

/-- The electron surplus of a surface cell is `z (Nc - Na) / 4 - 2 (Dc - Da)`. -/
theorem surplus_eq (R : Reconstruction) (z : ℚ) :
    R.supply z - R.demand
      = z * ((R.Nc : ℚ) - R.Na) / 4 - 2 * ((R.Dc : ℚ) - R.Da) := by
  simp only [supply, demand, Nc, Na]
  push_cast
  ring

/-- A surface cell obeys the electron counting rule at cation valence `z` exactly when
`z (Nc - Na) = 8 (Dc - Da)`. -/
theorem balanced_iff (R : Reconstruction) (z : ℚ) :
    R.Balanced z ↔ z * ((R.Nc : ℚ) - R.Na) = 8 * ((R.Dc : ℚ) - R.Da) := by
  have h := surplus_eq R z
  unfold Reconstruction.Balanced
  constructor
  · intro hb
    linear_combination 4 * hb - 4 * h
  · intro hb
    linear_combination h + (1 / 4) * hb

/-- A surface cell obeys the electron counting rule at two different cation valences exactly
when it has as many cation as anion dangling bonds and as many cation as anion dimers. -/
theorem balanced_at_two_valences_iff (R : Reconstruction) {z z' : ℚ} (hz : z ≠ z') :
    (R.Balanced z ∧ R.Balanced z') ↔ (R.Nc = R.Na ∧ R.Dc = R.Da) := by
  rw [balanced_iff, balanced_iff]
  constructor
  · rintro ⟨h1, h2⟩
    -- the dimer term does not depend on the valence and drops out of the difference
    have h : (z - z') * ((R.Nc : ℚ) - R.Na) = 0 := by linear_combination h1 - h2
    have hN : (R.Nc : ℚ) - R.Na = 0 :=
      (mul_eq_zero.mp h).resolve_left (sub_ne_zero.mpr hz)
    have hN' : (R.Nc : ℚ) = R.Na := sub_eq_zero.mp hN
    have hD : (R.Dc : ℚ) = R.Da := by linear_combination (z * hN - h1) / 8
    exact ⟨by exact_mod_cast hN', by exact_mod_cast hD⟩
  · rintro ⟨hN, hD⟩
    rw [hN, hD]
    constructor <;> ring

/-- If a surface cell is balanced at cation valence `z`, the same cell at valence `z'` has an
electron surplus of `(z' - z) (Nc - Na) / 4`. -/
theorem surplus_after_transfer (R : Reconstruction) {z : ℚ} (z' : ℚ) (h : R.Balanced z) :
    R.supply z' - R.demand = (z' - z) * ((R.Nc : ℚ) - R.Na) / 4 := by
  have h1 := (balanced_iff R z).mp h
  have h2 := surplus_eq R z'
  linear_combination h2 + (1 / 4) * h1

/-- At cation valence 3 (III-V compounds) a cell is balanced exactly when, for some integer
`k`, the dangling-bond difference `Nc - Na` is `8 k` and the dimer difference `Dc - Da`
is `3 k`. -/
theorem balanced_three_iff (R : Reconstruction) :
    R.Balanced 3 ↔
      ∃ k : ℤ, (R.Nc : ℤ) - R.Na = 8 * k ∧ (R.Dc : ℤ) - R.Da = 3 * k := by
  rw [balanced_iff]
  constructor
  · intro h
    have hZ : (3 : ℤ) * ((R.Nc : ℤ) - R.Na) = 8 * ((R.Dc : ℤ) - R.Da) := by
      exact_mod_cast h
    -- 3 and 8 are coprime, so 8 divides the dangling-bond difference
    exact ⟨((R.Nc : ℤ) - R.Na) / 8, by omega, by omega⟩
  · rintro ⟨k, hN, hD⟩
    have hZ : (3 : ℤ) * ((R.Nc : ℤ) - R.Na) = 8 * ((R.Dc : ℤ) - R.Da) := by omega
    exact_mod_cast hZ

/-- The anion-rich β2(2×4) cell of a (001) surface: three anion dimers, six remaining anion
orbitals and four cation dangling orbitals. -/
def beta2 : Reconstruction where
  Dc := 0
  Da := 3
  restCation := 4
  restAnion := 6

/-- The β2(2×4) cell is balanced at cation valence 3 (III-V), and at cation valence 2 (II-VI)
it has two electrons too many. -/
theorem beta2_III_V_not_II_VI :
    beta2.Balanced 3 ∧ beta2.supply 2 - beta2.demand = 2 := by
  constructor <;> norm_num [Reconstruction.Balanced, supply, demand, Nc, Na, beta2]

/-- The c(2×2) cell of a (001) surface with half a monolayer of cations on top of the anions:
two cation and two anion dangling orbitals, and no dimers. -/
def halfCationLayer : Reconstruction where
  Dc := 0
  Da := 0
  restCation := 2
  restAnion := 2

/-- The c(2×2) cell with half a monolayer of cations is balanced at every cation valence. -/
theorem halfCationLayer_balanced (z : ℚ) : halfCationLayer.Balanced z := by
  rw [balanced_iff]
  norm_num [Nc, Na, halfCationLayer]

end SurfaceElectronCounting
```

```lean
#print axioms SurfaceElectronCounting.balanced_at_two_valences_iff
#print axioms SurfaceElectronCounting.balanced_three_iff
#print axioms SurfaceElectronCounting.beta2_III_V_not_II_VI
#print axioms SurfaceElectronCounting.halfCationLayer_balanced
```

```
'SurfaceElectronCounting.balanced_at_two_valences_iff' depends on axioms: [propext, Classical.choice, Quot.sound]
'SurfaceElectronCounting.balanced_three_iff' depends on axioms: [propext, Classical.choice, Quot.sound]
'SurfaceElectronCounting.beta2_III_V_not_II_VI' depends on axioms: [propext, Classical.choice, Quot.sound]
'SurfaceElectronCounting.halfCationLayer_balanced' depends on axioms: [propext, Classical.choice, Quot.sound]
```

## The algebra behind the balance theorems

The theorem `surplus_eq` is the computation of $\Delta(z)$. The `simp only` step replaces supply, demand and the dangling-bond numbers by their definitions. The counts are natural numbers while the electron numbers are rational, so `push_cast` carries the conversion through sums and products. After that, `ring` verifies the identity, including the cancellation of $2N_a$.

In `balanced_iff`, each direction is a linear combination of two equations: the surplus formula `h` and the assumption `hb`. From supply equal to demand, `4 * hb - 4 * h` yields the condition, which is the multiplication by 4 in the derivation. In the other direction, the factor `1 / 4` undoes it.

The proof of `balanced_at_two_valences_iff` first rewrites both balance statements into this form. The equation `h` is the difference of the two conditions, in which the dimer term has dropped out. A product that vanishes has a vanishing factor, and `hz` excludes $z-z'$, so `hN` states that $N_c-N_a=0$. The combination `(z * hN - h1) / 8` then gives $D_c=D_a$. Both equalities are obtained between rational numbers, and `exact_mod_cast` returns them to the natural numbers. For the converse, the equalities are substituted and `ring` confirms that both sides are zero.

The proof of `surplus_after_transfer` adds a quarter of the balance condition at $z$ to the surplus formula at $z'$. This replaces the dimer term by $z(N_c-N_a)/4$, as in the subtraction $\Delta(z')-\Delta(z)$.

## Divisibility and the concrete cells

In `balanced_three_iff`, the balance condition is first moved from the rational numbers to the integers, where divisibility has a meaning. The proof proposes $k=(N_c-N_a)/8$ with integer division. The tactic `omega`, which decides linear integer arithmetic, shows from `hZ` that this division leaves no remainder and that the dimer difference is $3k$. In the converse direction, `omega` recovers the integer equation from the two equalities, and a cast takes it back to the rational numbers.

For `beta2_III_V_not_II_VI`, the definitions are unfolded and `norm_num` evaluates the numbers 18 and 20 found above. For `halfCationLayer_balanced` the valence stays a variable. The proof applies `balanced_iff`, and with equal dangling-bond numbers and no dimers both sides reduce to zero.

## Storing the dangling-bond totals as data

The cell could also have been described by $N_c$, $N_a$, $D_c$ and $D_a$ themselves, which are the quantities in the final condition. The number of remaining anion orbitals would then be $N_a-2D_a$. In Lean, subtraction of natural numbers stops at zero, so the surplus formula would fail for data with $2D_a>N_a$. The balance theorems `balanced_iff`, `balanced_at_two_valences_iff` and `balanced_three_iff` would then need an extra hypothesis such as $2D_a\le N_a$. Subtracting in the rational numbers would keep the algebra intact without that hypothesis, but would admit cells with a negative number of anion orbitals. With the remaining orbitals stored as data, every cell has non-negative counts from the start.
